# In the ferromagnetic multiplet, one ion's axial zero-field term is scaled by $s(2s-1)/(S(2S-1))$

## Does a single-ion $D$ keep its form in the cluster multiplet?

An ion of spin $s$ with axial term $D\,(s_z^2-s(s+1)/3)$ sits in a cluster whose spins are all aligned to the maximal total spin $S\ge 1$. Within that multiplet, the term should act as $bD\,(S_z^2-S(S+1)/3)$ with $b=s(2s-1)/(S(2S-1))$. I can make this plausible by counting spins one-half, but I'd like a complete proof, constant terms included, that a machine has checked. How does it go?

## The same operator form, with $D$ replaced by $bD$

All matrix elements within the multiplet agree with your formula. Build the cluster from $n=2S\ge 2$ spins one-half, $a=2s$ of them on the ion, so that

$$b=\frac{a(a-1)}{n(n-1)}.$$

This relates a single-ion $D$ to its contribution to the splitting seen in EPR, for an isolated ferromagnetic multiplet and an axial term along the quantisation axis.

### Counting up spins on the ion

Let $m$ be the number of up spins in the cluster, and $M=m-n/2$. The multiplet state with this $M$ is the normalised uniform superposition of the $\binom nm$ configurations with $m$ spins up. In a configuration with $k$ up spins on the ion, $s_z=k-a/2$. There are $\binom ak\binom{n-a}{m-k}$ such configurations, so

$$\langle s_z^2\rangle=\sum_k\frac{\binom ak\binom{n-a}{m-k}}{\binom nm}\left(k-\frac a2\right)^2 .$$

By Vandermonde's identity the weights add up to 1. For the first moment, use $k\binom ak=a\binom{a-1}{k-1}$, then Vandermonde, then $n\binom{n-1}{m-1}=m\binom nm$. Doing this twice gives the second factorial moment:

$$\langle k\rangle=\frac{am}{n},\qquad \langle k(k-1)\rangle=\frac{a(a-1)\,m(m-1)}{n(n-1)}=b\,m(m-1).$$

If $a$ or $m$ is too small for a step, both sides are zero. Now expand $(k-a/2)^2=k(k-1)+(1-a)k+a^2/4$ and use $a(a-1)/n=b(n-1)$:

$$\langle s_z^2\rangle=b\,m(m-1)-b(n-1)m+\frac{a^2}4=b\,m(m-n)+\frac{a^2}4=\frac{a^2}4-\frac{bn^2}4+bM^2 .$$

Next subtract $s(s+1)/3=a(a+2)/12$. The constants in $a$ combine to $a(a-1)/6=b\,n(n-1)/6$, and

$$\frac{b\,n(n-1)}6-\frac{bn^2}4=-\frac{b\,n(n+2)}{12}=-\frac{b\,S(S+1)}3 .$$

What remains is $b\,(M^2-S(S+1)/3)$. Between states of different $M$ the element vanishes, because the ion term is diagonal in the configurations and the two states share none.

### Two ions of spin 1

Take $a=2$, $n=4$, hence $S=2$ and $b=1/6$. For $M=0$ we have $m=2$, and $k=0,1,2$ carry the weights $1/6,\,4/6,\,1/6$. Therefore $\langle s_z^2\rangle=1/3$, and one ion contributes $D(1/3-2/3)=-D/3$. The projected form gives $\frac D6(0-2)=-D/3$. For $M=2$ both spins of the ion are up, and the two forms give $D(1-2/3)=D/3$ and $\frac D6(4-2)=D/3$.

### The Lean file

```lean
import Mathlib

open Finset

namespace ZeroFieldSplittingProjection

noncomputable section

/-- Sum of `f k` over the ways to place `m` up spins on `a + r` spins, `k` of them among the
first `a`. -/
def splitSum (a r m : ℕ) (f : ℕ → ℝ) : ℝ :=
  ∑ k ∈ range (m + 1), (a.choose k : ℝ) * (r.choose (m - k)) * f k

/-- The projection factor `b = a(a-1)/(n(n-1))`, for `n ≥ 2`. -/
def projectionFactor (a n : ℕ) : ℝ := (a : ℝ) * (a - 1) / (n * (n - 1))

/-- The axial zero-field energy `D (M² - S(S+1)/3)`. -/
def axial (D S M : ℝ) : ℝ := D * (M ^ 2 - S * (S + 1) / 3)

/-- Amplitude of the symmetric state with `m` of `n` spins up, for `m ≤ n`; a configuration `c`
is the set of up spins. -/
def dicke {n : ℕ} (m : ℕ) (c : Finset (Fin n)) : ℝ :=
  if c.card = m then 1 / √(n.choose m : ℝ) else 0

/-- The total raising operator `S₊`, which flips one down spin up in all possible ways. -/
def raise {n : ℕ} (ψ : Finset (Fin n) → ℝ) (c : Finset (Fin n)) : ℝ :=
  ∑ i ∈ c, ψ (c.erase i)

/-- Matrix element, between two symmetric states, of an operator diagonal in the configurations. -/
def matEl {n : ℕ} (f : Finset (Fin n) → ℝ) (m m' : ℕ) : ℝ :=
  ∑ c, dicke m c * f c * dicke m' c

/-- Axial single-ion term `D (s_z² - s(s+1)/3)` of the ion made of the spins in `A`,
with `s = |A|/2`. -/
def ionZfs {n : ℕ} (D : ℝ) (A c : Finset (Fin n)) : ℝ :=
  axial D ((A.card : ℝ) / 2) (((c ∩ A).card : ℝ) - (A.card : ℝ) / 2)

/-- A factor `k` in the sum removes one spin from the ion and one up spin from the cluster. -/
theorem splitSum_absorb (a r m : ℕ) (f : ℕ → ℝ) :
    splitSum (a + 1) r (m + 1) (fun k => (k : ℝ) * f k)
      = ((a : ℝ) + 1) * splitSum a r m (fun k => f (k + 1)) := by
  unfold splitSum
  rw [Finset.sum_range_succ', mul_sum]
  simp only [Nat.cast_zero, zero_mul, mul_zero, add_zero]
  refine Finset.sum_congr rfl fun k _ => ?_
  have h : ((a : ℝ) + 1) * (a.choose k) = ((a + 1).choose (k + 1)) * ((k : ℝ) + 1) := by
    exact_mod_cast Nat.add_one_mul_choose_eq a k
  rw [Nat.add_sub_add_right]
  push_cast
  linear_combination (-(r.choose (m - k) : ℝ) * f (k + 1)) * h

/-- Vandermonde's identity: the placements add up to `binom(a+r, m)`. -/
theorem splitSum_one (a r m : ℕ) :
    splitSum a r m (fun _ => 1) = ((a + r).choose m : ℝ) := by
  rw [Nat.add_choose_eq, Finset.Nat.sum_antidiagonal_eq_sum_range_succ
    (fun i j => a.choose i * r.choose j)]
  simp [splitSum]

/-- First moment: the mean number of up spins on the ion is `a m / (a + r)`, written without
division. -/
theorem splitSum_first (a r m : ℕ) :
    ((a : ℝ) + r) * splitSum a r m (fun k => (k : ℝ)) = a * m * ((a + r).choose m) := by
  rcases a with _ | a
  · have h : splitSum 0 r m (fun k => (k : ℝ)) = 0 := by
      unfold splitSum
      refine Finset.sum_eq_zero fun k _ => ?_
      cases k <;> simp
    rw [h]
    simp
  rcases m with _ | m
  · simp [splitSum]
  have h := splitSum_absorb a r m (fun _ => 1)
  simp only [mul_one] at h
  have c : ((a : ℝ) + r + 1) * ((a + r).choose m)
      = ((a + r + 1).choose (m + 1)) * ((m : ℝ) + 1) := by
    exact_mod_cast Nat.add_one_mul_choose_eq (a + r) m
  rw [h, splitSum_one, show a + 1 + r = a + r + 1 by omega]
  push_cast
  linear_combination ((a : ℝ) + 1) * c

/-- Second factorial moment of the number of up spins on the ion, written without division. -/
theorem splitSum_second (a r m : ℕ) :
    ((a : ℝ) + r) * (a + r - 1) * splitSum a r m (fun k => (k : ℝ) * (k - 1))
      = a * (a - 1) * (m * (m - 1)) * ((a + r).choose m) := by
  rcases a with _ | a
  · have h : splitSum 0 r m (fun k => (k : ℝ) * (k - 1)) = 0 := by
      unfold splitSum
      refine Finset.sum_eq_zero fun k _ => ?_
      cases k <;> simp
    rw [h]
    simp
  rcases m with _ | m
  · simp [splitSum]
  have h := splitSum_absorb a r m (fun k => (k : ℝ) - 1)
  simp only [Nat.cast_add, Nat.cast_one, add_sub_cancel_right] at h
  have c : ((a : ℝ) + r + 1) * ((a + r).choose m)
      = ((a + r + 1).choose (m + 1)) * ((m : ℝ) + 1) := by
    exact_mod_cast Nat.add_one_mul_choose_eq (a + r) m
  rw [h, show a + 1 + r = a + r + 1 by omega]
  push_cast
  linear_combination ((a : ℝ) + 1 + r) * (a + 1) * splitSum_first a r m
    + ((a : ℝ) + 1) * a * m * c

/-- For `n ≥ 2` and `a, m ≤ n`, the hypergeometric mean of `(k - a/2)²` is
`a²/4 - b n²/4 + b (m - n/2)²`. -/
theorem hypergeometric_mean {n a m : ℕ} (hn : 2 ≤ n) (ha : a ≤ n) (hm : m ≤ n) :
    ∑ k ∈ range (min a m + 1), (a.choose k : ℝ) * ((n - a).choose (m - k))
        * ((k : ℝ) - a / 2) ^ 2 / (n.choose m)
      = (a : ℝ) ^ 2 / 4 - projectionFactor a n * n ^ 2 / 4
        + projectionFactor a n * ((m : ℝ) - n / 2) ^ 2 := by
  obtain ⟨r, rfl⟩ := Nat.exists_eq_add_of_le ha
  rw [Nat.add_sub_cancel_left]
  -- terms with more up spins than the ion has spins vanish
  have hext : ∑ k ∈ range (min a m + 1), (a.choose k : ℝ) * (r.choose (m - k))
      * ((k : ℝ) - a / 2) ^ 2 / ((a + r).choose m)
      = splitSum a r m (fun k => ((k : ℝ) - a / 2) ^ 2) / ((a + r).choose m) := by
    rw [splitSum, Finset.sum_div]
    refine Finset.sum_subset (fun k hk => ?_) (fun k hk hk' => ?_)
    · rw [Finset.mem_range] at *
      omega
    · rw [Finset.mem_range] at hk hk'
      rw [Nat.choose_eq_zero_of_lt (show a < k by omega)]
      simp
  have hsplit : splitSum a r m (fun k => ((k : ℝ) - a / 2) ^ 2)
      = splitSum a r m (fun k => (k : ℝ) * (k - 1))
        + (1 - (a : ℝ)) * splitSum a r m (fun k => (k : ℝ))
        + (a : ℝ) ^ 2 / 4 * splitSum a r m (fun _ => 1) := by
    simp only [splitSum, mul_sum, ← Finset.sum_add_distrib]
    exact Finset.sum_congr rfl fun k _ => by ring
  have hR : (2 : ℝ) ≤ a + r := by exact_mod_cast hn
  have h0 : (a : ℝ) + r ≠ 0 := by linarith
  have h1 : (a : ℝ) + r - 1 ≠ 0 := by linarith
  have hC : ((a + r).choose m : ℝ) ≠ 0 := by exact_mod_cast (Nat.choose_pos hm).ne'
  have e1 : splitSum a r m (fun k => (k : ℝ)) = a * m * ((a + r).choose m) / (a + r) := by
    rw [eq_div_iff h0]
    linear_combination splitSum_first a r m
  have e2 : splitSum a r m (fun k => (k : ℝ) * (k - 1))
      = a * (a - 1) * (m * (m - 1)) * ((a + r).choose m) / ((a + r) * (a + r - 1)) := by
    rw [eq_div_iff (mul_ne_zero h0 h1)]
    linear_combination splitSum_second a r m
  rw [hext, hsplit, e1, e2, splitSum_one, projectionFactor]
  push_cast
  field_simp
  ring

/-- The raising operator acts on the symmetric states with the coefficients
`√((m+1)(n-m)) = √(S(S+1) - M(M+1))` of a spin `S = n/2`, where `M = m - n/2`. -/
theorem raise_dicke {n : ℕ} (m : ℕ) (c : Finset (Fin n)) :
    raise (dicke m) c = √(((m : ℝ) + 1) * (n - m)) * dicke (m + 1) c := by
  have he : ∀ i ∈ c, (c.erase i).card + 1 = c.card := fun i hi => card_erase_add_one hi
  by_cases h : c.card = m + 1
  · have hmn : m + 1 ≤ n := by simpa [h] using card_le_univ c
    have hs : raise (dicke m) c = c.card • (1 / √(n.choose m : ℝ)) := by
      refine Finset.sum_eq_card_nsmul fun i hi => ?_
      have := he i hi
      exact if_pos (by omega)
    have hx : (0 : ℝ) < n.choose m := by exact_mod_cast Nat.choose_pos (by omega)
    have hy : (0 : ℝ) < n.choose (m + 1) := by exact_mod_cast Nat.choose_pos hmn
    have hxy : (n.choose (m + 1) : ℝ) * (m + 1) = n.choose m * ((n : ℝ) - m) := by
      rw [← Nat.cast_sub (show m ≤ n by omega)]
      exact_mod_cast Nat.choose_succ_right_eq n m
    have hq : ((m : ℝ) + 1) * (n - m)
        = ((m : ℝ) + 1) ^ 2 * (n.choose (m + 1) / n.choose m) := by
      rw [← mul_div_assoc, eq_div_iff hx.ne']
      linear_combination (-((m : ℝ) + 1)) * hxy
    have hy' := (Real.sqrt_pos.2 hy).ne'
    rw [hs, h, dicke, if_pos h, hq, Real.sqrt_mul (sq_nonneg _),
      Real.sqrt_sq (by positivity), Real.sqrt_div hy.le, nsmul_eq_mul]
    push_cast
    field_simp
  · rw [dicke, if_neg h, mul_zero]
    refine Finset.sum_eq_zero fun i hi => ?_
    have := he i hi
    exact if_neg (by omega)

/-- The expectation value of an operator `f` diagonal in the configurations, in the symmetric state
with `m` spins up, is the plain average of `f` over the configurations with `m` spins up. -/
theorem matEl_diag {n : ℕ} (f : Finset (Fin n) → ℝ) (m : ℕ) :
    matEl f m m = ∑ c ∈ powersetCard m univ, f c / (n.choose m) := by
  have hp : powersetCard m (univ : Finset (Fin n)) = univ.filter (fun c => c.card = m) := by
    ext c
    simp [mem_powersetCard]
  rw [hp, Finset.sum_filter, matEl]
  refine Finset.sum_congr rfl fun c _ => ?_
  unfold dicke
  split_ifs
  · calc _ = f c / (√(n.choose m : ℝ) * √(n.choose m : ℝ)) := by ring
      _ = _ := by rw [Real.mul_self_sqrt (Nat.cast_nonneg _)]
  · simp

/-- In a symmetric state the number `k` of up spins on an ion is distributed with the
hypergeometric weights `binom(a,k) binom(n-a,m-k) / binom(n,m)`. -/
theorem ion_distribution {n : ℕ} (A : Finset (Fin n)) (m : ℕ) (g : ℕ → ℝ) :
    matEl (fun c => g (c ∩ A).card) m m
      = ∑ k ∈ range (min A.card m + 1), (A.card.choose k : ℝ)
        * ((n - A.card).choose (m - k)) * g k / (n.choose m) := by
  have hmap : ∀ c ∈ powersetCard m (univ : Finset (Fin n)),
      (c ∩ A).card ∈ range (min A.card m + 1) := by
    intro c hc
    have h1 := card_le_card (inter_subset_left : c ∩ A ⊆ c)
    have h2 := card_le_card (inter_subset_right : c ∩ A ⊆ A)
    have h3 := (mem_powersetCard.1 hc).2
    rw [Finset.mem_range]
    omega
  rw [matEl_diag, ← Finset.sum_fiberwise_of_maps_to hmap]
  refine Finset.sum_congr rfl fun k hk => ?_
  have hkm : k ≤ m := by
    rw [Finset.mem_range] at hk
    omega
  have key : ∀ p q : Finset (Fin n), p ⊆ A → q ⊆ Aᶜ → (p ∪ q) ∩ A = p ∧ (p ∪ q) \ A = q := by
    intro p q hp hq
    constructor <;> ext x <;> have h1 := @hp x <;> have h2 := @hq x <;>
      simp only [mem_union, mem_inter, mem_sdiff, mem_compl] at * <;> tauto
  -- a configuration is a choice of up spins on the ion and on the rest
  have hcount : ((powersetCard m (univ : Finset (Fin n))).filter
      (fun c => (c ∩ A).card = k)).card = A.card.choose k * (n - A.card).choose (m - k) := by
    have hA : (Aᶜ).card = n - A.card := by rw [card_compl, Fintype.card_fin]
    rw [← hA, ← card_powersetCard, ← card_powersetCard, ← card_product]
    refine Finset.card_bij' (fun c _ => (c ∩ A, c \ A)) (fun p _ => p.1 ∪ p.2) ?_ ?_ ?_ ?_
    · intro c hc
      rw [mem_filter, mem_powersetCard] at hc
      have h := card_inter_add_card_sdiff c A
      rw [mem_product, mem_powersetCard, mem_powersetCard]
      refine ⟨⟨inter_subset_right, hc.2⟩, fun x hx => ?_, ?_⟩
      · exact mem_compl.2 (mem_sdiff.1 hx).2
      · change (c \ A).card = m - k
        omega
    · intro p hp
      rw [mem_product, mem_powersetCard, mem_powersetCard] at hp
      obtain ⟨h1, h2⟩ := key p.1 p.2 hp.1.1 hp.2.1
      have h := card_inter_add_card_sdiff (p.1 ∪ p.2) A
      rw [h1, h2, hp.1.2, hp.2.2] at h
      rw [mem_filter, mem_powersetCard, h1]
      exact ⟨⟨subset_univ _, by omega⟩, hp.1.2⟩
    · intro c _
      ext x
      simp only [mem_union, mem_inter, mem_sdiff]
      tauto
    · intro p hp
      rw [mem_product, mem_powersetCard, mem_powersetCard] at hp
      obtain ⟨h1, h2⟩ := key p.1 p.2 hp.1.1 hp.2.1
      exact Prod.ext h1 h2
  rw [Finset.sum_eq_card_nsmul (b := g k / (n.choose m : ℝ))
    (fun c hc => by rw [(mem_filter.1 hc).2]), hcount, nsmul_eq_mul]
  push_cast
  ring

/-- Within the multiplet `S = n/2` of `n ≥ 2` spins one-half, the axial term of one ion has the
matrix elements of `b D (S_z² - S(S+1)/3)`, where `S_z` has the value `m - n/2` in the state with
`m ≤ n` spins up. -/
theorem zfs_projection {n m : ℕ} (hn : 2 ≤ n) (hm : m ≤ n) (m' : ℕ) (D : ℝ)
    (A : Finset (Fin n)) :
    matEl (ionZfs D A) m m' = if m = m' then
      axial (projectionFactor A.card n * D) ((n : ℝ) / 2) ((m : ℝ) - n / 2) else 0 := by
  split_ifs with h
  · subst h
    have hC : (n.choose m : ℝ) ≠ 0 := by exact_mod_cast (Nat.choose_pos hm).ne'
    have hnorm : matEl (fun _ : Finset (Fin n) => 1) m m = 1 := by
      rw [matEl_diag, Finset.sum_const, card_powersetCard, card_univ, Fintype.card_fin,
        nsmul_eq_mul, mul_one_div_cancel hC]
    have hsq := ion_distribution A m (fun k => ((k : ℝ) - (A.card : ℝ) / 2) ^ 2)
    rw [hypergeometric_mean hn (by simpa using card_le_univ A) hm] at hsq
    have hlin : matEl (ionZfs D A) m m
        = D * matEl (fun c => (((c ∩ A).card : ℝ) - (A.card : ℝ) / 2) ^ 2) m m
          - D * ((A.card : ℝ) / 2 * ((A.card : ℝ) / 2 + 1) / 3)
            * matEl (fun _ : Finset (Fin n) => 1) m m := by
      simp only [matEl, mul_sum, ← Finset.sum_sub_distrib]
      refine Finset.sum_congr rfl fun c _ => ?_
      unfold ionZfs axial
      ring
    have hR : (2 : ℝ) ≤ n := by exact_mod_cast hn
    have h0 : (n : ℝ) ≠ 0 := by linarith
    have h1 : (n : ℝ) - 1 ≠ 0 := by linarith
    -- the constant terms cancel because b n(n-1) = a(a-1)
    have hb : projectionFactor A.card n * (n * (n - 1)) = (A.card : ℝ) * (A.card - 1) :=
      div_mul_cancel₀ _ (mul_ne_zero h0 h1)
    rw [hlin, hsq, hnorm, axial]
    linear_combination (-D / 6) * hb
  · refine Finset.sum_eq_zero fun c _ => ?_
    by_cases h1 : c.card = m
    · have h2 : c.card ≠ m' := fun h2 => h (h1.symm.trans h2)
      simp [dicke, h2]
    · simp [dicke, h1]

end

end ZeroFieldSplittingProjection
```

```lean
#print axioms ZeroFieldSplittingProjection.raise_dicke
-- 'ZeroFieldSplittingProjection.raise_dicke' depends on axioms: [propext, Classical.choice, Quot.sound]
#print axioms ZeroFieldSplittingProjection.zfs_projection
-- 'ZeroFieldSplittingProjection.zfs_projection' depends on axioms: [propext, Classical.choice, Quot.sound]
```

### What the theorems say

`zfs_projection` is the physical statement. For $n\ge2$, $m\le n$, any $m'$, any real $D$ and any set `A` of spins, the matrix element of the ion term between the states $m$ and $m'$ is the axial energy with constant $bD$, spin $n/2$ and projection $m-n/2$ if $m=m'$, and zero otherwise. `hypergeometric_mean` is the purely combinatorial formula for $\langle s_z^2\rangle$.

- `Fin n` labels the spins one-half, and a `Finset (Fin n)` is a configuration, given by its up spins. A state is a real amplitude for each configuration.
- `dicke m` is the normalised symmetric state with $m$ spins up.
- `A` is the ion, with $a$ = `A.card`. `ionZfs` is its axial term, a function of the configuration because $s_z$ is diagonal.
- `matEl` is the matrix element of such a diagonal operator.
- `raise` is $S_+$ in units of $\hbar$.

`raise_dicke` ties these states to the multiplet: $S_+$ acts on them with the coefficients $\sqrt{S(S+1)-M(M+1)}$ for $S=n/2$. The norm of $S_+$ applied to such a state then fixes $\langle S^2\rangle$ at its largest possible value, so the state has total spin $n/2$. Being symmetric under exchange of the ion's own spins, it also gives the ion its full spin $a/2$.

The theorem concerns the multiplet of maximal total spin, wherever it lies in energy; no exchange Hamiltonian enters. Mixing with other multiplets, rhombic terms, tilted axes and anisotropic interactions between ions are not treated.

### From binomial moments to the matrix element

`splitSum` is the unnormalised sum over $k$, with $r=n-a$ spins outside the ion. `splitSum_absorb` absorbs a factor $k$ into the binomial: the $k=0$ term drops out and the index shifts by one. `splitSum_one` is Vandermonde's identity. `splitSum_first` combines the two, and `splitSum_second` absorbs one factor and then calls the first moment for the smaller system. Both treat $a=0$ and $m=0$ separately.

`hypergeometric_mean` extends the sum from $\min(a,m)$ to $m$, since the added terms vanish, then expands the square (`hsplit`) and inserts the moments. `field_simp` and `ring` finish the algebra.

For `raise_dicke`, a configuration with $m+1$ up spins is reached from $m+1$ configurations of equal amplitude, and the ratio of neighbouring binomials turns this count into the square root.

`matEl_diag` reduces an expectation value to an average over configurations. `ion_distribution` groups these by $k$; its bijection splits a configuration `c` into `c ∩ A` and `c \ A`, which gives the product of binomials.

In `zfs_projection`, `hlin` separates the $s_z^2$ part from the constant, `hsq` and `hnorm` evaluate them, and `hb` states $b\,n(n-1)=a(a-1)$. The closing `linear_combination` uses `hb` to cancel the constants, as in the last step by hand. For $m\ne m'$ every summand is zero.
